# A line compound below a strictly convex solution curve of initial slope −∞ has exactly one solvent-side solubility limit

The solubility limit of a line compound, the solute content at which a solution can coexist with it, may be defined by a tangent construction or by minimising the free energy of mixtures. Here the tangent defines it, and two energy comparisons are then derived from that definition.

Temperature and pressure are fixed. The solution has free energy \(G(x)\) per atom at solute fraction \(x\), and the compound exists only at \(x_c\in(0,1)\), with free energy \(E_c\) per atom on the same reference scale. The code calls \(E_c\) an energy, but at finite temperature it is a free energy.

```lean
import Mathlib

open Set Filter Topology

namespace LineCompoundSolubility

noncomputable section
```

In Lean, `G`, `G'` and `G''` are three separate functions, and `HasDerivAt` ties each to the next on \((0,1)\). `Icc` and `Ioo` denote closed and open intervals. Two of the conditions are physical postulates:

- `convex` requires positive curvature, so the solution has no tendency to unmix by itself.
- `steep` requires the slope to tend to \(-\infty\) as \(x\to0^+\). It stands for the entropy of mixing, which favours the first dissolved atoms without bound.

```lean
/-- A solution phase with free energy `G`, slope `G'` and curvature `G''`: `G` is continuous on
`[0,1]`, the curvature is positive inside, and the slope tends to minus infinity at `0`. -/
structure SolutionPhase (G G' G'' : ℝ → ℝ) : Prop where
  cont : ContinuousOn G (Icc 0 1)
  hasSlope : ∀ x ∈ Ioo (0 : ℝ) 1, HasDerivAt G (G' x) x
  hasCurvature : ∀ x ∈ Ioo (0 : ℝ) 1, HasDerivAt G' (G'' x) x
  convex : ∀ x ∈ Ioo (0 : ℝ) 1, 0 < G'' x
  steep : Tendsto G' (𝓝[>] 0) atBot
```

Write \(T_y(x)=G(y)+G'(y)(x-y)\) for the tangent drawn at \(y\) and read at \(x\). In `tangentAt G G' y x` the point of contact comes first.

```lean
/-- The line through `(y, G y)` with slope `G' y`, evaluated at composition `x`. -/
def tangentAt (G G' : ℝ → ℝ) (y x : ℝ) : ℝ := G y + G' y * (x - y)
```

A solubility limit is a point of contact between the pure solvent and the compound whose tangent passes through the compound's point. A limit on the solute-rich side of \(x_c\) is not considered.

```lean
/-- The composition `y` lies between `0` and `xc`, and the tangent at `y` passes through the
point `(xc, Ec)` of the line compound. -/
def IsSolubilityLimit (G G' : ℝ → ℝ) (xc Ec y : ℝ) : Prop :=
  y ∈ Ioo 0 xc ∧ tangentAt G G' y xc = Ec
```

Applying this to a real alloy takes one further step: its equilibrium state must be the best combination of these two phases, with no third phase and no interface or strain energy.

## (a) The slope increases with composition

**Task.** Show that for \(0<a<b<1\)
\[
G'(a)<G'(b).
\]

**Solution.** By the mean value theorem for \(G'\), some \(c\in(a,b)\) satisfies
\[
\frac{G'(b)-G'(a)}{b-a}=G''(c)>0 .
\]
Multiplying by \(b-a>0\) gives the claim. In Lean the mean value theorem is `exists_hasDerivAt_eq_slope`, and `StrictMonoOn` expresses the strict increase.

```lean
variable {G G' G'' : ℝ → ℝ} {xc Ec y : ℝ}

/-- The slope of the free energy of a solution phase increases strictly with composition
on `(0,1)`. -/
theorem slope_strictMono (h : SolutionPhase G G' G'') : StrictMonoOn G' (Ioo 0 1) := by
  intro a ha b hb hab
  have inside : ∀ z ∈ Icc a b, z ∈ Ioo (0 : ℝ) 1 := fun z hz =>
    ⟨ha.1.trans_le hz.1, hz.2.trans_lt hb.2⟩
  obtain ⟨c, hc, e⟩ := exists_hasDerivAt_eq_slope G' G'' hab
    (fun z hz => (h.hasCurvature z (inside z hz)).continuousAt.continuousWithinAt)
    (fun z hz => h.hasCurvature z (inside z (Ioo_subset_Icc_self hz)))
  have p := h.convex c (inside c (Ioo_subset_Icc_self hc))
  rw [e, lt_div_iff₀ (sub_pos.2 hab)] at p
  linarith
```

## (b) Tangents lie below the curve

**Task.** Let \(y\in(0,1)\), \(x\in[0,1]\) and \(x\ne y\). Show that
\[
T_y(x)<G(x).
\]

**Solution.** If \(x<y\), some \(c\in(x,y)\) has
\[
\frac{G(y)-G(x)}{y-x}=G'(c)<G'(y)
\]
by (a). Hence \(G(y)-G(x)<G'(y)(y-x)\), which rearranges to the claim. If \(x>y\), some \(c\in(y,x)\) has
\[
\frac{G(x)-G(y)}{x-y}=G'(c)>G'(y),
\]
and multiplying by \(x-y>0\) gives the same result. Continuity on the closed interval lets \(x\) be \(0\) or \(1\). The two branches after `rcases` are these two cases, and `nlinarith` does the rearrangement.

```lean
/-- A tangent drawn at a composition in `(0,1)` lies strictly below the free energy of the
solution phase at every other composition in `[0,1]`. -/
theorem tangent_lt (h : SolutionPhase G G' G'') (hy : y ∈ Ioo (0 : ℝ) 1) {x : ℝ}
    (hx : x ∈ Icc (0 : ℝ) 1) (hne : x ≠ y) : tangentAt G G' y x < G x := by
  unfold tangentAt
  -- compare the chord between `x` and `y` with the slope at `y`
  rcases lt_or_gt_of_ne hne with hlt | hlt
  · obtain ⟨c, hc, e⟩ := exists_hasDerivAt_eq_slope G G' hlt
      (h.cont.mono (Icc_subset_Icc hx.1 hy.2.le))
      (fun z hz => h.hasSlope z ⟨hx.1.trans_lt hz.1, hz.2.trans hy.2⟩)
    have m := slope_strictMono h ⟨hx.1.trans_lt hc.1, hc.2.trans hy.2⟩ hy hc.2
    rw [e, div_lt_iff₀ (sub_pos.2 hlt)] at m
    nlinarith
  · obtain ⟨c, hc, e⟩ := exists_hasDerivAt_eq_slope G G' hlt
      (h.cont.mono (Icc_subset_Icc hy.1.le hx.2))
      (fun z hz => h.hasSlope z ⟨hy.1.trans hz.1, hz.2.trans_le hx.2⟩)
    have m := slope_strictMono h hy ⟨hy.1.trans hc.1, hc.2.trans_le hx.2⟩ hc.1
    rw [e, lt_div_iff₀ (sub_pos.2 hlt)] at m
    nlinarith
```

## (c) The tangent's height at the compound

**Task.** Show that for \(0<a<b<x_c\)
\[
T_a(x_c)<T_b(x_c).
\]

**Solution.** Split the difference at \(b\):
\[
T_b(x_c)-T_a(x_c)=\bigl[G(b)-T_a(b)\bigr]+\bigl[G'(b)-G'(a)\bigr](x_c-b).
\]
The first bracket is positive by (b). The second term is positive by (a), because \(b<x_c\). These are the facts `t` and `s` in the proof.

```lean
/-- For a compound composition `xc` in `(0,1)`, the height at `xc` of the tangent drawn at `y` to
the free energy of a solution phase increases strictly with `y` on `(0,xc)`. -/
theorem tangent_strictMono (h : SolutionPhase G G' G'') (hc : xc ∈ Ioo (0 : ℝ) 1) :
    StrictMonoOn (fun y => tangentAt G G' y xc) (Ioo 0 xc) := by
  intro a ha b hb hab
  have ha1 : a ∈ Ioo (0 : ℝ) 1 := ⟨ha.1, ha.2.trans hc.2⟩
  have hb1 : b ∈ Ioo (0 : ℝ) 1 := ⟨hb.1, hb.2.trans hc.2⟩
  have t := tangent_lt h ha1 (Ioo_subset_Icc_self hb1) hab.ne'
  have s := mul_pos (sub_pos.2 (slope_strictMono h ha1 hb1 hab)) (sub_pos.2 hb.2)
  simp only [tangentAt] at t ⊢
  nlinarith
```

## (d) One solubility limit, rising with the compound's energy

**Task.** Show that for \(E_c<G(x_c)\) exactly one \(y\in(0,x_c)\) satisfies
\[
G(y)+G'(y)(x_c-y)=E_c,
\]
and that if \(y_1,y_2\) are limits for energies \(E_1<E_2\), then \(y_1<y_2\).

**Solution.** Since \(G\) is continuous on \([0,1]\), there is a \(C\) with \(|G|\le C\). The slope diverges at \(0\), so we can choose \(a\in(0,x_c/2)\) with
\[
G'(a)<0\quad\text{and}\quad G'(a)<\frac{2(E_c-C)}{x_c}.
\]
Because \(x_c-a>x_c/2\) and \(G'(a)<0\),
\[
T_a(x_c)<C+G'(a)\frac{x_c}{2}<C+(E_c-C)=E_c .
\]
At the other end, \(T_{x_c}(x_c)=G(x_c)>E_c\). The height \(T_y(x_c)\) is continuous in \(y\) on \([a,x_c]\), so the intermediate value theorem gives a solution in \((a,x_c)\).

By (c), two different points of contact give different heights, so the solution is unique. Also by (c), the order of the heights \(E_1<E_2\) is the order of the points of contact.

In Lean, `∃!` means "exactly one". The facts `low` and `high` are the two end estimates, `mono.injOn` gives uniqueness and `mono.lt_iff_lt` gives the ordering.

For a solution phase of this kind with \(G\) held fixed, an electronic-structure error that raises \(E_c\) therefore raises the predicted solubility, as long as \(E_c\) stays below \(G(x_c)\).

```lean
/-- For a line compound at `xc` in `(0,1)` with energy below the solution's free energy there,
exactly one solubility limit exists; a higher compound energy gives a strictly larger limit. -/
theorem solubility_limit (h : SolutionPhase G G' G'') (hc : xc ∈ Ioo (0 : ℝ) 1) :
    (∀ Ec < G xc, ∃! y, IsSolubilityLimit G G' xc Ec y) ∧
    ∀ E₁ E₂ y₁ y₂, IsSolubilityLimit G G' xc E₁ y₁ → IsSolubilityLimit G G' xc E₂ y₂ →
      E₁ < E₂ → y₁ < y₂ := by
  have mono := tangent_strictMono h hc
  constructor
  · intro Ec hE
    obtain ⟨C, hC⟩ := isCompact_Icc.exists_bound_of_continuousOn h.cont
    -- close to the pure solvent the tangent falls below the compound
    obtain ⟨a, hs, ha⟩ := ((h.steep.eventually
      (eventually_lt_atBot (min 0 (2 * (Ec - C) / xc)))).and
      (Ioo_mem_nhdsGT (half_pos hc.1))).exists
    obtain ⟨s0, s1⟩ := lt_min_iff.1 hs
    rw [lt_div_iff₀ hc.1] at s1
    have hac : a < xc := ha.2.trans (half_lt_self hc.1)
    have hGa : G a ≤ C := (le_abs_self _).trans (hC a ⟨ha.1.le, (hac.trans hc.2).le⟩)
    have low : tangentAt G G' a xc < Ec := by
      have := mul_pos (neg_pos.2 s0) (sub_pos.2 ha.2)
      unfold tangentAt
      nlinarith
    have high : Ec < tangentAt G G' xc xc := by simpa [tangentAt] using hE
    have cont : ContinuousOn (fun y => tangentAt G G' y xc) (Icc a xc) := by
      intro z hz
      have hz1 : z ∈ Ioo (0 : ℝ) 1 := ⟨ha.1.trans_le hz.1, hz.2.trans_lt hc.2⟩
      exact ((h.hasSlope z hz1).continuousAt.add ((h.hasCurvature z hz1).continuousAt.mul
        (continuousAt_const.sub continuousAt_id))).continuousWithinAt
    -- in between, some tangent meets the compound exactly
    obtain ⟨y, hy, e⟩ := intermediate_value_Ioo hac.le cont ⟨low, high⟩
    have hy0 : y ∈ Ioo 0 xc := ⟨ha.1.trans hy.1, hy.2⟩
    exact ⟨y, ⟨hy0, e⟩, fun z hz => mono.injOn hz.1 hy0 (hz.2.trans e.symm)⟩
  · intro E₁ E₂ y₁ y₂ h₁ h₂ hE
    apply (mono.lt_iff_lt h₁.1 h₂.1).1
    change tangentAt G G' y₁ xc < tangentAt G G' y₂ xc
    rw [h₁.2, h₂.2]
    exact hE
```

## (e) A limit requires a compound below the solution

**Task.** Show that if a solubility limit \(y\) exists, then
\[
E_c<G(x_c).
\]

**Solution.** By definition \(E_c=T_y(x_c)\), and \(y<x_c\). Part (b) at \(x=x_c\) gives \(T_y(x_c)<G(x_c)\). The energy condition in (d) is thus necessary as well as sufficient. The proof rewrites \(E_c\) as the tangent's height and applies `tangent_lt`.

```lean
/-- If a line compound at `xc` in `(0,1)` has a solubility limit, its energy lies below the free
energy of the solution at `xc`. -/
theorem compound_below_solution (h : SolutionPhase G G' G'') (hc : xc ∈ Ioo (0 : ℝ) 1)
    (hy : IsSolubilityLimit G G' xc Ec y) : Ec < G xc := by
  rw [← hy.2]
  exact tangent_lt h ⟨hy.1.1, hy.1.2.trans hc.2⟩ (Ioo_subset_Icc_self hc) hy.1.2.ne'
```

## (f) Precipitation beyond the limit

**Task.** Let \(y\) be the solubility limit and let a fraction \(t\in(0,1]\) of the atoms be in the compound. Show that
\[
(1-t)G(y)+tE_c<G\bigl((1-t)y+tx_c\bigr).
\]

**Solution.** Put \(z=(1-t)y+tx_c\). Then \(z-y=t(x_c-y)>0\) and \(z\le x_c<1\). Since \(T_y\) is a straight line through \((y,G(y))\) and \((x_c,E_c)\),
\[
T_y(z)=(1-t)G(y)+tE_c ,
\]
and (b) gives \(T_y(z)<G(z)\). As \(t\) varies, \(z\) covers \((y,x_c]\). The comparison is with the homogeneous solution only. The word `unstable` in the theorem's name means that this mixture has lower free energy; because \(G''>0\), the solution is still stable against small composition fluctuations within its own phase. In Lean, `b` is the tangent inequality at \(z\).

```lean
/-- For `xc` in `(0,1)`, a mixture of saturated solution and a fraction `t` in `(0,1]` of compound
has lower free energy than the homogeneous solution of the same overall composition. -/
theorem supersaturated_unstable (h : SolutionPhase G G' G'') (hc : xc ∈ Ioo (0 : ℝ) 1)
    (hy : IsSolubilityLimit G G' xc Ec y) {t : ℝ} (ht : 0 < t) (ht1 : t ≤ 1) :
    (1 - t) * G y + t * Ec < G ((1 - t) * y + t * xc) := by
  obtain ⟨⟨y0, yc⟩, e⟩ := hy
  have p := mul_pos ht (sub_pos.2 yc)
  have q := mul_nonneg (sub_nonneg.2 ht1) (sub_pos.2 yc).le
  have b := tangent_lt h ⟨y0, yc.trans hc.2⟩ (x := (1 - t) * y + t * xc)
    ⟨by nlinarith, by nlinarith [hc.2]⟩ (by intro k; nlinarith)
  unfold tangentAt at b e
  rw [← e]
  linarith
```

## (g) No precipitation below the limit

**Task.** Let \(0<x<y\), where \(y\) is the solubility limit, and let \(x=(1-t)a+tx_c\) with \(a\in[0,1]\) and \(t\in(0,1]\). Show that
\[
G(x)<(1-t)G(a)+tE_c .
\]

**Solution.** The tangent at \(x\) is a straight line, so
\[
G(x)=T_x(x)=(1-t)T_x(a)+t\,T_x(x_c).
\]
By (b), \(T_x(a)\le G(a)\), with equality if \(a=x\). By (c), \(T_x(x_c)<T_y(x_c)=E_c\). Since \(t>0\), the sum is strictly smaller than the energy of the mixture. The facts `mean`, `below` and `comp` are these three steps.

```lean
/-- For `xc` in `(0,1)`, a solution of composition `x` between `0` and the solubility limit has
lower free energy than any mixture of the same overall composition made of solution and a
fraction `t` in `(0,1]` of compound. -/
theorem undersaturated_stable (h : SolutionPhase G G' G'') (hc : xc ∈ Ioo (0 : ℝ) 1)
    (hy : IsSolubilityLimit G G' xc Ec y) {x a t : ℝ} (hx : x ∈ Ioo 0 y)
    (ha : a ∈ Icc (0 : ℝ) 1) (ht : 0 < t) (ht1 : t ≤ 1) (mix : x = (1 - t) * a + t * xc) :
    G x < (1 - t) * G a + t * Ec := by
  have hxc : x < xc := hx.2.trans hy.1.2
  have below : tangentAt G G' x a ≤ G a := by
    by_cases k : a = x
    · simp [tangentAt, k]
    · exact (tangent_lt h ⟨hx.1, hxc.trans hc.2⟩ ha k).le
  have comp : tangentAt G G' x xc < Ec := by
    rw [← hy.2]
    exact tangent_strictMono h hc ⟨hx.1, hxc⟩ hy.1 hx.2
  -- the tangent at `x` is the same weighted mean of its values at `a` and `xc`
  have mean : G x = (1 - t) * tangentAt G G' x a + t * tangentAt G G' x xc := by
    unfold tangentAt
    linear_combination G' x * mix
  have p := mul_nonneg (sub_nonneg.2 ht1) (sub_nonneg.2 below)
  have q := mul_pos ht (sub_pos.2 comp)
  nlinarith
```

## (h) The regular solution as an example

**Task.** Let \(\theta>0\) be the thermal energy \(k_BT\) and let \(w<2\theta\) be the interaction parameter. Show that the regular solution
\[
G(x)=\theta\bigl[x\ln x+(1-x)\ln(1-x)\bigr]+w\,x(1-x)
\]
satisfies every condition in `SolutionPhase`.

**Solution.** \(G\) is continuous on \([0,1]\), with \(0\ln0=0\) as the limiting value; Lean's convention `Real.log 0 = 0` gives the same. Differentiating twice on \((0,1)\),
\[
G'(x)=\theta\bigl[\ln x-\ln(1-x)\bigr]+w(1-2x),
\]
\[
G''(x)=\theta\Bigl(\frac1x+\frac1{1-x}\Bigr)-2w=\frac{\theta}{x(1-x)}-2w .
\]
Since \(x(1-x)\le\tfrac14\), we have \(G''(x)\ge4\theta-2w>0\). As \(x\to0^+\), \(\theta\ln x\to-\infty\) while the other terms of \(G'\) tend to \(w\), so the slope diverges as required.

The case \(w=0\) is the ideal solution. Because \(G\) is a free energy of mixing, \(E_c\) must here be measured from the pure components in the solution's own structure.

The free energy, slope and curvature are entered as explicit formulas.

```lean
/-- Regular-solution free energy of mixing with thermal energy `θ` and interaction `w`, for
compositions in `[0,1]`. -/
def regularG (θ w x : ℝ) : ℝ :=
  θ * (x * Real.log x + (1 - x) * Real.log (1 - x)) + w * x * (1 - x)

/-- Slope of the regular-solution free energy, for compositions in `(0,1)`. -/
def regularSlope (θ w x : ℝ) : ℝ :=
  θ * (Real.log x - Real.log (1 - x)) + w * (1 - 2 * x)

/-- Curvature of the regular-solution free energy, for compositions in `(0,1)`. -/
def regularCurvature (θ w x : ℝ) : ℝ := θ * (1 / x + 1 / (1 - x)) - 2 * w
```

The last theorem checks the conditions one by one. The bound `h4` is \(1/x+1/(1-x)\ge4\), and `steep` separates the divergent logarithm from a part that is continuous at \(0\).

```lean
/-- The regular solution with positive thermal energy `θ` and interaction `w < 2 θ` is a
solution phase. -/
theorem solutionPhase_witness {θ w : ℝ} (hθ : 0 < θ) (hw : w < 2 * θ) :
    SolutionPhase (regularG θ w) (regularSlope θ w) (regularCurvature θ w) where
  cont := by
    have c1 := Real.continuous_mul_log
    have c2 : Continuous (fun x : ℝ => (1 - x) * Real.log (1 - x)) :=
      c1.comp (continuous_const.sub continuous_id)
    have c3 : Continuous (fun x : ℝ => w * x * (1 - x)) := by fun_prop
    exact ((continuous_const.mul (c1.add c2)).add c3).continuousOn
  hasSlope := by
    intro x hx
    have hne : 1 - x ≠ 0 := (sub_pos.2 hx.2).ne'
    have d := (hasDerivAt_id' x).const_sub 1
    have e : (1 - x) * (-1 / (1 - x)) = -1 := by field_simp
    exact ((((Real.hasDerivAt_mul_log hx.1.ne').fun_add (d.fun_mul (d.log hne))).const_mul
      θ).fun_add (((hasDerivAt_id' x).const_mul w).fun_mul d)).congr_deriv
      (by unfold regularSlope; linear_combination θ * e)
  hasCurvature := by
    intro x hx
    have d := (hasDerivAt_id' x).const_sub 1
    exact ((((Real.hasDerivAt_log hx.1.ne').fun_sub (d.log (sub_pos.2 hx.2).ne')).const_mul
      θ).fun_add ((((hasDerivAt_id' x).const_mul 2).const_sub 1).const_mul w)).congr_deriv
      (by unfold regularCurvature; ring)
  convex := by
    intro x hx
    have h1 := sub_pos.2 hx.2
    have h4 : 4 ≤ 1 / x + 1 / (1 - x) := by
      rw [div_add_div _ _ hx.1.ne' h1.ne', le_div_iff₀ (mul_pos hx.1 h1)]
      nlinarith [sq_nonneg (2 * x - 1)]
    have := mul_le_mul_of_nonneg_left h4 hθ.le
    unfold regularCurvature
    linarith
  steep := by
    -- only the logarithm of the solute content diverges
    have c : ContinuousAt (fun x : ℝ => w * (1 - 2 * x) - θ * Real.log (1 - x)) 0 := by
      have l : ContinuousAt (fun x : ℝ => Real.log (1 - x)) 0 :=
        ContinuousAt.log (by fun_prop) (by norm_num)
      exact ContinuousAt.sub (by fun_prop) (continuousAt_const.mul l)
    refine ((Real.tendsto_log_nhdsGT_zero.const_mul_atBot hθ).atBot_add
      (c.tendsto.mono_left nhdsWithin_le_nhds)).congr (fun x => ?_)
    unfold regularSlope
    ring

end

end LineCompoundSolubility
```

```lean
#print axioms LineCompoundSolubility.solubility_limit
#print axioms LineCompoundSolubility.compound_below_solution
#print axioms LineCompoundSolubility.supersaturated_unstable
#print axioms LineCompoundSolubility.undersaturated_stable
```

```
'LineCompoundSolubility.solubility_limit' depends on axioms: [propext, Classical.choice, Quot.sound]
'LineCompoundSolubility.compound_below_solution' depends on axioms: [propext, Classical.choice, Quot.sound]
'LineCompoundSolubility.supersaturated_unstable' depends on axioms: [propext, Classical.choice, Quot.sound]
'LineCompoundSolubility.undersaturated_stable' depends on axioms: [propext, Classical.choice, Quot.sound]
```
